# Mean round-trip time of a nearest-neighbour walk on a replica-exchange ladder

When setting up a replica-exchange run, one can shift the intermediate temperatures until all neighbouring pairs swap about equally often. If a replica is modelled as a memoryless walker with equal up and down hop probabilities across each gap, a ladder with exactly equal hop probabilities in all gaps has the shortest mean round trip among ladders with the same number of levels and the same sum of hop probabilities.

In Lean 4 with Mathlib:

```lean
import Mathlib

open Finset Filter Topology

namespace ReplicaRoundTrip

noncomputable section

/-- Probability of hopping from level `i` to `i + 1` on the ladder `0, ..., N`. -/
def up (N : ℕ) (k : ℕ → ℝ) (i : ℕ) : ℝ := if i < N then k i else 0

/-- Probability of hopping from level `i` to the level below; it vanishes at the bottom. -/
def down (k : ℕ → ℝ) : ℕ → ℝ
  | 0 => 0
  | i + 1 => k i

/-- Hop probabilities are positive, and the probability of staying is never negative. -/
structure IsHopping (N : ℕ) (k : ℕ → ℝ) : Prop where
  pos : ∀ i < N, 0 < k i
  stay : ∀ i ≤ N, up N k i + down k i ≤ 1

/-- Expected value of `f` one step after the walker was at level `i`. -/
def meanAfter (N : ℕ) (k f : ℕ → ℝ) (i : ℕ) : ℝ :=
  up N k i * f (i + 1) + down k i * f (i - 1) + (1 - up N k i - down k i) * f i

/-- Probability that a walker started at a given level has not visited level `a`
up to and including time `t`. -/
def survival (N : ℕ) (k : ℕ → ℝ) (a : ℕ) : ℕ → ℕ → ℝ
  | 0 => fun i => if i = a then 0 else 1
  | t + 1 => fun i => if i = a then 0 else meanAfter N k (survival N k a t) i

/-- Mean first-passage time from level `i` to level `a`, as the sum over time of the
survival probability. -/
def meanTime (N : ℕ) (k : ℕ → ℝ) (a i : ℕ) : ℝ := ∑' t, survival N k a t i

/-- Mean time from the bottom to the top plus mean time from the top to the bottom. -/
def roundTrip (N : ℕ) (k : ℕ → ℝ) : ℝ := meanTime N k N 0 + meanTime N k 0 N

variable {N : ℕ} {k : ℕ → ℝ}

/-- Averaging over one step of the walk preserves inequalities between functions of the level. -/
theorem meanAfter_mono (hk : IsHopping N k) {f g : ℕ → ℝ} (hfg : ∀ j ≤ N, f j ≤ g j)
    {i : ℕ} (hi : i ≤ N) : meanAfter N k f i ≤ meanAfter N k g i := by
  have h1 : up N k i * f (i + 1) ≤ up N k i * g (i + 1) := by
    by_cases h : i < N
    · simp only [up, if_pos h]
      exact mul_le_mul_of_nonneg_left (hfg _ (by omega)) (hk.pos i h).le
    · simp [up, h]
  have hd : 0 ≤ down k i := by
    cases i with
    | zero => simp [down]
    | succ i => simpa only [down] using (hk.pos i (by omega)).le
  have h2 := mul_le_mul_of_nonneg_left (hfg (i - 1) (by omega)) hd
  have hs : 0 ≤ 1 - up N k i - down k i := by linarith [hk.stay i hi]
  have h3 := mul_le_mul_of_nonneg_left (hfg i hi) hs
  unfold meanAfter
  linarith

/-- Survival probabilities are non-negative. -/
theorem survival_nonneg (hk : IsHopping N k) (a t : ℕ) :
    ∀ i ≤ N, 0 ≤ survival N k a t i := by
  induction t with
  | zero => intro i _; simp only [survival]; split_ifs <;> norm_num
  | succ t ih =>
    intro i hi
    simp only [survival]
    split_ifs
    · exact le_rfl
    · have h := meanAfter_mono hk (f := fun _ => 0) ih hi
      have z : meanAfter N k (fun _ => 0) i = 0 := by simp [meanAfter]
      linarith

/-- A non-negative solution of the first-step equations that vanishes at the target is the
mean first-passage time, and the series defining that time converges. -/
theorem hasSum_of_firstStep (hk : IsHopping N k) {a : ℕ} {h : ℕ → ℝ}
    (h0 : ∀ i ≤ N, 0 ≤ h i) (ha : h a = 0)
    (hstep : ∀ i ≤ N, i ≠ a → h i = 1 + meanAfter N k h i) {i : ℕ} (hi : i ≤ N) :
    HasSum (fun t => survival N k a t i) (h i) := by
  obtain ⟨C, hC⟩ : ∃ C : ℝ, ∀ j ≤ N, h j ≤ C :=
    ⟨∑ j ∈ range (N + 1), h j, fun j hj => Finset.single_le_sum
      (fun m hm => h0 m (by have := mem_range.1 hm; omega)) (mem_range.2 (by omega))⟩
  have z : ∀ t, survival N k a t a = 0 := by intro t; cases t <;> simp [survival]
  -- the remaining expected time is controlled by the survival probability
  have key : ∀ n, ∀ j ≤ N, 0 ≤ h j - ∑ t ∈ range n, survival N k a t j ∧
      h j - ∑ t ∈ range n, survival N k a t j ≤ C * survival N k a n j := by
    intro n
    induction n with
    | zero =>
      intro j hj
      by_cases hja : j = a
      · rw [hja]; simp [z, ha]
      · simpa [survival, hja] using And.intro (h0 j hj) (hC j hj)
    | succ n ih =>
      intro j hj
      by_cases hja : j = a
      · rw [hja]; simp [z, ha]
      have e0 : survival N k a 0 j = 1 := by simp [survival, hja]
      have e1 : ∀ t, survival N k a (t + 1) j = meanAfter N k (survival N k a t) j := by
        intro t; simp [survival, hja]
      have hrem : h j - ∑ t ∈ range (n + 1), survival N k a t j =
          meanAfter N k (fun m => h m - ∑ t ∈ range n, survival N k a t m) j := by
        have e2 := hstep j hj hja
        rw [Finset.sum_range_succ', e0]
        simp only [e1]
        simp only [meanAfter, Finset.sum_add_distrib, ← Finset.mul_sum] at e2 ⊢
        linear_combination e2
      have lo := meanAfter_mono hk (f := fun _ => 0) (fun m hm => (ih m hm).1) hj
      have hi' := meanAfter_mono hk (fun m hm => (ih m hm).2) hj
      have z0 : meanAfter N k (fun _ => 0) j = 0 := by simp [meanAfter]
      have zC : meanAfter N k (fun m => C * survival N k a n m) j =
          C * survival N k a (n + 1) j := by
        rw [e1]; simp only [meanAfter]; ring
      rw [hrem]
      exact ⟨z0 ▸ lo, zC ▸ hi'⟩
  have hn := fun t => survival_nonneg hk a t i hi
  have hs : Summable (fun t => survival N k a t i) :=
    summable_of_sum_range_le hn (fun n => sub_nonneg.1 (key n i hi).1)
  rw [hasSum_iff_tendsto_nat_of_nonneg hn]
  have hl : Tendsto (fun n => h i - C * survival N k a n i) atTop (𝓝 (h i)) := by
    simpa using (hs.tendsto_atTop_zero.const_mul C).const_sub (h i)
  exact tendsto_of_tendsto_of_tendsto_of_le_of_le hl tendsto_const_nhds
    (fun n => by have := (key n i hi).2; dsimp only; linarith)
    (fun n => by have := (key n i hi).1; dsimp only; linarith)

/-- The mean time to climb from level `i` to the top is the sum of `(j + 1) / k j`
over the gaps `j` above `i`. -/
theorem hasSum_climb (hk : IsHopping N k) {i : ℕ} (hi : i ≤ N) :
    HasSum (fun t => survival N k N t i) (∑ j ∈ Ico i N, ((j : ℝ) + 1) / k j) := by
  obtain ⟨H, hH⟩ : ∃ H : ℕ → ℝ, ∀ i, H i = ∑ j ∈ Ico i N, ((j : ℝ) + 1) / k j :=
    ⟨_, fun _ => rfl⟩
  have d : ∀ j < N, k j * (H j - H (j + 1)) = (j : ℝ) + 1 := by
    intro j hj
    have := (hk.pos j hj).ne'
    rw [hH, hH, Finset.sum_eq_sum_Ico_succ_bot hj, add_sub_cancel_right]
    field_simp
  rw [← hH]
  refine hasSum_of_firstStep hk (fun m _ => ?_) (by simp [hH]) (fun m hm hne => ?_) hi
  · rw [hH]
    exact Finset.sum_nonneg fun j hj =>
      div_nonneg (by positivity) (hk.pos j (mem_Ico.1 hj).2).le
  · have hlt : m < N := by omega
    have e := d m hlt
    cases m with
    | zero =>
      simp only [Nat.cast_zero] at e
      simp only [meanAfter, up, down, if_pos hlt]
      linear_combination e
    | succ m =>
      have e' := d m (by omega)
      simp only [Nat.cast_add, Nat.cast_one] at e
      simp only [meanAfter, up, down, if_pos hlt, Nat.add_sub_cancel]
      linear_combination e - e'

/-- The mean time to descend from level `i` to the bottom is the sum of `(N - j) / k j`
over the gaps `j` below `i`. -/
theorem hasSum_descend (hk : IsHopping N k) {i : ℕ} (hi : i ≤ N) :
    HasSum (fun t => survival N k 0 t i) (∑ j ∈ range i, ((N : ℝ) - j) / k j) := by
  obtain ⟨H, hH⟩ : ∃ H : ℕ → ℝ, ∀ i, H i = ∑ j ∈ range i, ((N : ℝ) - j) / k j :=
    ⟨_, fun _ => rfl⟩
  have d : ∀ j < N, k j * (H (j + 1) - H j) = (N : ℝ) - j := by
    intro j hj
    have := (hk.pos j hj).ne'
    rw [hH, hH, Finset.sum_range_succ, add_sub_cancel_left]
    field_simp
  rw [← hH]
  refine hasSum_of_firstStep hk (fun m hm => ?_) (by simp [hH]) (fun m hm hne => ?_) hi
  · rw [hH]
    refine Finset.sum_nonneg fun j hj => ?_
    have hj' : j < N := lt_of_lt_of_le (mem_range.1 hj) hm
    exact div_nonneg (sub_nonneg.2 (by exact_mod_cast hj'.le)) (hk.pos j hj').le
  · cases m with
    | zero => exact absurd rfl hne
    | succ m =>
      have e := d m (by omega)
      by_cases hlt : m + 1 < N
      · have e' := d (m + 1) hlt
        simp only [Nat.cast_add, Nat.cast_one] at e'
        simp only [meanAfter, up, down, if_pos hlt, Nat.add_sub_cancel]
        linear_combination e - e'
      · have hN : (N : ℝ) = m + 1 := by exact_mod_cast (show N = m + 1 by omega)
        simp only [meanAfter, up, down, if_neg hlt, Nat.add_sub_cancel]
        linear_combination e + hN

/-- The mean round-trip time is `N + 1` times the sum of the inverse hop probabilities. -/
theorem roundTrip_eq (hk : IsHopping N k) :
    roundTrip N k = ((N : ℝ) + 1) * ∑ i ∈ range N, 1 / k i := by
  unfold roundTrip meanTime
  rw [(hasSum_climb hk (Nat.zero_le N)).tsum_eq, (hasSum_descend hk le_rfl).tsum_eq,
    ← Finset.range_eq_Ico, ← Finset.sum_add_distrib, Finset.mul_sum]
  exact Finset.sum_congr rfl fun j _ => by ring

/-- The weighted spread of the hop probabilities about their mean measures the gap in the
inequality between their sum and the sum of their inverses. -/
theorem spread_identity (hk : ∀ i < N, 0 < k i) {K : ℝ} (hK : K = ∑ i ∈ range N, k i) :
    ∑ i ∈ range N, ((N : ℝ) * k i - K) ^ 2 / k i =
      K * (K * ∑ i ∈ range N, 1 / k i - (N : ℝ) ^ 2) := by
  have e : ∀ i ∈ range N, ((N : ℝ) * k i - K) ^ 2 / k i =
      (N : ℝ) ^ 2 * k i - 2 * N * K + K ^ 2 * (1 / k i) := by
    intro i hi
    have := (hk i (mem_range.1 hi)).ne'
    field_simp
    ring
  rw [Finset.sum_congr rfl e]
  simp only [Finset.sum_add_distrib, Finset.sum_sub_distrib, Finset.sum_const,
    Finset.card_range, nsmul_eq_mul, ← Finset.mul_sum]
  linear_combination (-(N : ℝ) ^ 2) * hK

/-- For a given sum of hop probabilities the mean round-trip time is at least
`N ^ 2 * (N + 1)` divided by that sum, with equality exactly when all hop probabilities
are equal. -/
theorem roundTrip_optimal (hN : 1 ≤ N) (hk : IsHopping N k) :
    (N : ℝ) ^ 2 * (N + 1) / ∑ i ∈ range N, k i ≤ roundTrip N k ∧
    (roundTrip N k = (N : ℝ) ^ 2 * (N + 1) / ∑ i ∈ range N, k i ↔
      ∀ i < N, ∀ j < N, k i = k j) := by
  have hKpos : 0 < ∑ i ∈ range N, k i :=
    Finset.sum_pos (fun i hi => hk.pos i (mem_range.1 hi)) ⟨0, mem_range.2 (by omega)⟩
  have hN0 : (N : ℝ) ≠ 0 := by exact_mod_cast (show N ≠ 0 by omega)
  have hN1 : (0 : ℝ) < (N : ℝ) + 1 := by positivity
  have hid := spread_identity hk.pos rfl
  have hterm : ∀ i ∈ range N, 0 ≤ ((N : ℝ) * k i - ∑ i ∈ range N, k i) ^ 2 / k i :=
    fun i hi => div_nonneg (sq_nonneg _) (hk.pos i (mem_range.1 hi)).le
  rw [roundTrip_eq hk]
  constructor
  · have h := Finset.sum_nonneg hterm
    rw [hid] at h
    have h' := (mul_nonneg_iff_of_pos_left hKpos).1 h
    rw [div_le_iff₀ hKpos]
    linarith [mul_nonneg hN1.le h']
  · rw [eq_div_iff hKpos.ne']
    constructor
    · intro h
      have hz : (∑ i ∈ range N, k i) * ∑ i ∈ range N, 1 / k i - (N : ℝ) ^ 2 = 0 :=
        mul_left_cancel₀ hN1.ne' (by linear_combination h)
      rw [hz, mul_zero] at hid
      -- zero spread forces every hop probability to equal the mean
      have e : ∀ i < N, (N : ℝ) * k i = ∑ i ∈ range N, k i := by
        intro i hi
        have hi0 := (Finset.sum_eq_zero_iff_of_nonneg hterm).1 hid i (mem_range.2 hi)
        rcases div_eq_zero_iff.1 hi0 with h1 | h1
        · exact sub_eq_zero.1 ((pow_eq_zero_iff two_ne_zero).1 h1)
        · exact absurd h1 (hk.pos i hi).ne'
      exact fun i hi j hj => mul_left_cancel₀ hN0 ((e i hi).trans (e j hj).symm)
    · intro h
      have hk0 := (hk.pos 0 (by omega)).ne'
      have e : ∀ i ∈ range N, k i = k 0 := fun i hi => h i (mem_range.1 hi) 0 (by omega)
      have eK : ∑ i ∈ range N, k i = N * k 0 := by
        rw [Finset.sum_congr rfl e]; simp
      have eR : ∑ i ∈ range N, 1 / k i = N * (1 / k 0) := by
        rw [Finset.sum_congr rfl (fun i hi => by rw [e i hi] : ∀ i ∈ range N, 1 / k i = 1 / k 0)]
        simp
      rw [eK, eR]
      field_simp

/-- Hop probabilities all equal to one half are admissible on a ladder of any length, and
the mean round-trip time is then `2 * N * (N + 1)`. -/
theorem isHopping_witness (N : ℕ) :
    IsHopping N (fun _ => 1 / 2) ∧ roundTrip N (fun _ => 1 / 2) = 2 * N * (N + 1) := by
  have hk : IsHopping N (fun _ => 1 / 2) := by
    refine ⟨fun _ _ => by norm_num, fun i _ => ?_⟩
    have h1 : up N (fun _ => 1 / 2) i ≤ 1 / 2 := by
      unfold up; split_ifs <;> norm_num
    have h2 : down (fun _ => 1 / 2) i ≤ 1 / 2 := by
      cases i <;> norm_num [down]
    linarith
  refine ⟨hk, ?_⟩
  rw [roundTrip_eq hk, Finset.sum_const, Finset.card_range, nsmul_eq_mul]
  ring

end

end ReplicaRoundTrip
```

```lean
#print axioms ReplicaRoundTrip.roundTrip_optimal
```

```
'ReplicaRoundTrip.roundTrip_optimal' depends on axioms: [propext, Classical.choice, Quot.sound]
```

## The walk and its mean times

The levels are $0,\dots,N$, and gap $i$ lies between levels $i$ and $i+1$. The number $k_i$, written `k i`, is the probability per step of crossing that gap, the same in both directions. This symmetry suits a swap, which moves one replica up and another down. Although `k` is a function on all natural numbers, only $k_0,\dots,k_{N-1}$ matter.

`IsHopping N k` requires $k_i>0$ in every gap and a non-negative probability of staying at every level. At an interior level the latter means $k_{i-1}+k_i\le 1$. `meanAfter N k f i` is the expected value of $f$ one step after the walker was at level $i$.

Write $S_t(i)$ for `survival N k a t i`, the probability that a walker started at $i$ has not visited the target $a$ up to and including time $t$. It is defined by recursion on the first step, not from a measure on paths. If $T$ is the first-passage time, its mean is $\sum_{t\ge0}\Pr(T>t)$, which is how `meanTime N k a i` is defined; the target comes before the starting level. `roundTrip N k` adds the mean times $0\to N$ and $N\to0$, in steps.

`roundTrip_eq` states that this sum is
$$(N+1)\sum_{i=0}^{N-1}\frac1{k_i}.$$
For $N\ge1$ and $K=\sum_{i=0}^{N-1}k_i$, `roundTrip_optimal` states that it is at least $N^2(N+1)/K$, with equality exactly when all $k_i$ agree.

The hop probabilities are inputs, not derived from energies or temperatures. Slow configurational relaxation, which gives a real replica memory, is absent. Fixing $K$ stands for a fixed total budget of swap success; moving real temperatures need not conserve it. For $N\ge2$, equal hop probabilities also require $K\le N/2$. If $N$ is even, the staying conditions already ensure this, as one sees by grouping the gaps into adjacent pairs. If $N\ge3$ is odd, they do not: for $N=3$ the values $k_0=k_2=0.9$, $k_1=0.1$ are admissible with $K=1.9>3/2$, and no admissible ladder with that $K$ attains the bound.

## First-step equations determine the mean times

Let $P$ denote averaging over one step, and let $h\ge0$ satisfy $h(a)=0$ and $h=1+Ph$ away from the target. Define the remainder
$$R_n(i)=h(i)-\sum_{t<n}S_t(i).$$
Away from $a$, $S_0=1$ and $S_{t+1}=PS_t$. Therefore
$$R_{n+1}=1+Ph-\Bigl(1+P\sum_{t<n}S_t\Bigr)=PR_n.$$

Choose $C$ with $h\le C$ on the finite ladder. Then $0\le R_0\le C S_0$, and since $P$ preserves inequalities, induction gives $0\le R_n\le C S_n$. At the target all three terms vanish. The partial sums of the non-negative $S_t(i)$ are thus bounded by $h(i)$, so the series converges and $S_n(i)\to0$. Hence $R_n(i)\to0$, and the series has sum $h(i)$.

In the file, `meanAfter_mono` supplies the preservation of inequalities and `survival_nonneg` the sign of $S_t$. Inside `hasSum_of_firstStep`, `hrem` is the recursion for $R_n$, `key` is the two-sided bound, and the last step squeezes the partial sums between $h(i)-C S_n(i)$ and $h(i)$.

## Climbing and descending

For the climb, let $h_i$ be the mean time from $i$ to $N$ and set $d_j=k_j(h_j-h_{j+1})$. The first-step equation at level $0$ reads $d_0=1$, and at an interior level $i$ it rearranges to $d_i-d_{i-1}=1$. So $d_j=j+1$, and summing from $h_N=0$ gives
$$h_i=\sum_{j=i}^{N-1}\frac{j+1}{k_j}.$$

For the descent, let $g_i$ be the mean time from $i$ to $0$ and set $e_j=k_j(g_{j+1}-g_j)$. At the top $e_{N-1}=1$, and at an interior level $e_{i-1}-e_i=1$. So $e_j=N-j$, and
$$g_i=\sum_{j=0}^{i-1}\frac{N-j}{k_j}.$$

`hasSum_climb` and `hasSum_descend` start from these sums and check the first-step equations; the `linear_combination` steps subtract the relations for adjacent gaps. In $h_0+g_N$ the numerators in gap $j$ add to $(j+1)+(N-j)=N+1$, which proves `roundTrip_eq`. A bottleneck therefore costs the same round-trip time wherever it sits.

## Unequal gaps cost time

Expanding the square gives
$$\begin{aligned}
\sum_{i=0}^{N-1}\frac{(Nk_i-K)^2}{k_i}
&=N^2K-2N^2K+K^2\sum_{i=0}^{N-1}\frac1{k_i}\\
&=K\Bigl(K\sum_{i=0}^{N-1}\frac1{k_i}-N^2\Bigr).
\end{aligned}$$
This is `spread_identity`. The left side is non-negative and $K>0$, so $\sum_i 1/k_i\ge N^2/K$; multiplying by $N+1$ gives the bound. Equality makes every term on the left zero, so each $k_i=K/N$. Conversely, if all $k_i$ equal $k_0$, both sides of the bound are $N(N+1)/k_0$. `roundTrip_optimal` follows these two directions.

`isHopping_witness` shows that $k_i=1/2$ is admissible for every $N$ and gives a round trip of $2N(N+1)$ steps.

## Three levels with one slow gap

Take $N=2$, $k_0=1/2$ and $k_1=1/4$. The staying probabilities are $1/2$, $1/4$ and $3/4$. The climb takes $1/k_0+2/k_1=2+8=10$ steps on average, and the descent $2/k_0+1/k_1=4+4=8$. The total, 18, agrees with $3(2+4)$. The bound is $4\cdot3/(3/4)=16$, attained by $k_0=k_1=3/8$, which has the same sum.

## The same ladder in continuous time

The $k_i$ could instead be rates of a continuous-time walk. Survival would then depend on real time, and an integral would replace the sum over steps. The mean times would keep the same formulas, now in units of time, but the staying condition would disappear, so equal rates would be admissible for every positive total $K$.
